# One McWeeny step gives an occupation in [0, 1] exactly when its input lies in [−1/2, 3/2]

For a real number x, let

f(x) = 3x² − 2x³.

Then 0 ≤ f(x) ≤ 1 if and only if −1/2 ≤ x ≤ 3/2. The same window decides whether all the values produced by repeated application of f lie in [0, 1]. Starting values in [0, 1/2) are driven to 0, and those in (1/2, 1] are driven to 1.

## Occupations of an approximate density matrix

In an orthonormal basis, the one-particle density matrix P of a single Slater determinant is a projector: P² = P, and each eigenvalue, the occupation of a natural spin orbital, is 0 or 1. An approximate P can have eigenvalues that miss these values, and some may even be negative or exceed 1. McWeeny purification replaces P by 3P² − 2P³. For Hermitian P this keeps the eigenvectors and sends each eigenvalue x to f(x), so the behaviour of one step can be studied on one real number at a time.

For linear-scaling electronic structure, the result says how far an eigenvalue may stray before a purification step yields an unphysical occupation, in a scalar model with exact arithmetic and no truncation of matrix elements.

## Two factorizations and the window

Expanding the right-hand sides confirms

f(x) = x²(3 − 2x),

1 − f(x) = (1 − x)²(1 + 2x).

In the first, x² is never negative. If x ≤ 3/2, then 3 − 2x ≥ 0 and so f(x) ≥ 0. If x > 3/2, then x² > 0 and 3 − 2x < 0, so f(x) < 0. Hence f(x) ≥ 0 exactly when x ≤ 3/2.

Replacing x by 1 − x in the first factorization gives (1 − x)²(1 + 2x), which is the second. Therefore

f(1 − x) = 1 − f(x).

This is particle-hole symmetry: the hole occupation 1 − x is purified by the same map. So f(x) ≤ 1 means f(1 − x) ≥ 0, which holds exactly when 1 − x ≤ 3/2, that is, when x ≥ −1/2. The two conditions together give the window.

The factorizations also show which inputs are purified completely in one step. A product vanishes only if a factor does, so f(x) = 0 only for x = 0 or x = 3/2, and f(x) = 1 only for x = 1 or x = −1/2.

## Repeated purification

Write x₀ = x and xₙ₊₁ = f(xₙ). If x lies in the window, x₁ lies in [0, 1]. Since [0, 1] is itself inside the window, x₂ lies in [0, 1], and so on by induction. Conversely, if all of x₁, x₂, … lie in [0, 1], then x₁ does, and x lies in the window.

Now let 0 ≤ x < 1/2 and put q = x(3 − 2x). Then q ≥ 0, and

1 − q = (1 − x)(1 − 2x) > 0,

so q < 1. The claim is that 0 ≤ xₙ ≤ qⁿx for every n. It holds for n = 0. Suppose it holds for n, and write y = xₙ. Then y ≤ x, and

x(3 − 2x) − y(3 − 2y) = (x − y)(3 − 2(x + y)) ≥ 0,

because x + y < 1. Hence y(3 − 2y) ≤ q, and

xₙ₊₁ = y · y(3 − 2y) ≤ yq ≤ qⁿ⁺¹x.

Nonnegativity of xₙ₊₁ follows from y ≤ 3/2. Since qⁿ → 0, the occupations tend to 0.

The symmetry carries over to every iterate: if n steps from 1 − x give 1 − xₙ, one more step gives f(1 − xₙ) = 1 − xₙ₊₁. For 1/2 < x ≤ 1, the hole occupation 1 − x lies in [0, 1/2) and tends to 0, so xₙ → 1.

## Three starting values by hand

For x = −0.2,

f(−0.2) = 3(0.04) + 2(0.008) = 0.136,

which is physical and below 1/2, so further steps empty the orbital.

For x = −0.4,

f(−0.4) = 3(0.16) + 2(0.064) = 0.608.

This is also physical, but it lies above 1/2, and further steps fill the orbital. The window therefore guarantees an occupation in [0, 1], not the intended one.

For x = 1.6, outside the window,

f(1.6) = 7.68 − 8.192 = −0.512.

The next two values are about 1.055 and 0.991, so a sequence that starts outside can still enter [0, 1] later. What fails is that every value from the first step onward lies there.

## The statement in Lean

An occupation is a real number `x : ℝ` with no bounds built into its type, which is what allows unphysical inputs to be discussed. The function `purify` is f, and `purify^[n] x` is xₙ, with `purify^[0] x` equal to x. `Set.Icc a b` is the closed interval from a to b.

The main theorem, `purify_mem_unit_iff`, is the equivalence for one step. In `iterates_mem_unit_iff` the exponent is `n + 1`, so the starting value itself is not required to be physical. The limits are written with `Tendsto`, `atTop` and `𝓝`: as n grows without bound, the iterates approach the stated value. Their hypotheses exclude x = 1/2, a fixed point of f, and restrict the start to [0, 1].

The occupation refers to a spin orbital, with maximum 1 and not 2. Matrices, electron number, a chemical potential and rounding errors do not appear.

A different model would take a Hermitian matrix P and ask when 3P² − 2P³ has its spectrum in [0, 1]. The condition would become that every eigenvalue of P lies in [−1/2, 3/2], and the proof could use the spectral theorem to reduce it to the scalar equivalence.

## The complete file

```lean
import Mathlib

open Filter Topology

namespace McWeenyScalarMap

noncomputable section

/-- One McWeeny purification step applied to a single occupation number. -/
def purify (x : ℝ) : ℝ := 3 * x ^ 2 - 2 * x ^ 3

/-- The purified occupation, and one minus the purified occupation, each factor into a square times
a linear term. -/
theorem purify_factor (x : ℝ) :
    purify x = x ^ 2 * (3 - 2 * x) ∧ 1 - purify x = (1 - x) ^ 2 * (1 + 2 * x) := by
  unfold purify
  constructor <;> ring

/-- Particle-hole symmetry: after any number of purification steps, the occupation `1 - x`
has become one minus what `x` has become. -/
theorem iterate_particle_hole (x : ℝ) (n : ℕ) :
    purify^[n] (1 - x) = 1 - purify^[n] x := by
  induction n with
  | zero => rfl
  | succ n ih =>
    rw [Function.iterate_succ_apply', Function.iterate_succ_apply', ih]
    unfold purify
    ring

/-- The purified occupation is nonnegative exactly when the input is at most `3/2`. -/
theorem purify_nonneg_iff (x : ℝ) : 0 ≤ purify x ↔ x ≤ 3 / 2 := by
  rw [(purify_factor x).1]
  constructor
  · intro h
    by_contra hx
    have hx' : 3 / 2 < x := not_le.mp hx
    have h0 : 0 < x := by linarith
    have h2 : 0 < x ^ 2 := by positivity
    have h3 : 0 < 2 * x - 3 := by linarith
    -- beyond 3/2 the linear factor is negative and the square is not zero
    nlinarith [mul_pos h2 h3]
  · intro h
    exact mul_nonneg (sq_nonneg x) (by linarith)

/-- The purified occupation is at most one exactly when the input is at least `-1/2`. -/
theorem purify_le_one_iff (x : ℝ) : purify x ≤ 1 ↔ -1 / 2 ≤ x := by
  -- the upper bound 1 on `purify x` is the lower bound 0 on `purify (1 - x)`
  have hs : purify (1 - x) = 1 - purify x := iterate_particle_hole x 1
  have h := purify_nonneg_iff (1 - x)
  rw [hs] at h
  constructor
  · intro hx
    have := h.1 (by linarith)
    linarith
  · intro hx
    have := h.2 (by linarith)
    linarith

/-- The purified occupation lies in `[0, 1]` if and only if the input occupation lies in
`[-1/2, 3/2]`. -/
theorem purify_mem_unit_iff (x : ℝ) :
    purify x ∈ Set.Icc (0 : ℝ) 1 ↔ x ∈ Set.Icc (-1 / 2 : ℝ) (3 / 2) := by
  rw [Set.mem_Icc, Set.mem_Icc, purify_nonneg_iff, purify_le_one_iff]
  exact and_comm

/-- A single step gives exactly the empty occupation only from `0` and `3/2`, and exactly
the full occupation only from `1` and `-1/2`. -/
theorem purify_exact_iff (x : ℝ) :
    (purify x = 0 ↔ x = 0 ∨ x = 3 / 2) ∧ (purify x = 1 ↔ x = 1 ∨ x = -1 / 2) := by
  constructor
  · constructor
    · intro h
      rw [(purify_factor x).1] at h
      rcases mul_eq_zero.mp h with h | h
      · exact Or.inl (pow_eq_zero_iff (two_ne_zero)|>.mp h)
      · right
        linarith
    · rintro (rfl | rfl) <;> norm_num [purify]
  · constructor
    · intro h
      have h' : (1 - x) ^ 2 * (1 + 2 * x) = 0 := by
        rw [← (purify_factor x).2, h, sub_self]
      rcases mul_eq_zero.mp h' with h | h
      · left
        have := pow_eq_zero_iff (two_ne_zero) |>.mp h
        linarith
      · right
        linarith
    · rintro (rfl | rfl) <;> norm_num [purify]

/-- The occupations after one, two, three and all further purification steps lie in `[0, 1]`
if and only if the starting value lies in `[-1/2, 3/2]`. -/
theorem iterates_mem_unit_iff (x : ℝ) :
    (∀ n : ℕ, purify^[n + 1] x ∈ Set.Icc (0 : ℝ) 1) ↔
      x ∈ Set.Icc (-1 / 2 : ℝ) (3 / 2) := by
  constructor
  · intro h
    exact (purify_mem_unit_iff x).1 (h 0)
  · intro h n
    induction n with
    | zero => exact (purify_mem_unit_iff x).2 h
    | succ n ih =>
      -- the unit interval sits inside the admissible window
      rw [Function.iterate_succ_apply']
      exact (purify_mem_unit_iff _).2 ⟨by linarith [ih.1], by linarith [ih.2]⟩

/-- Starting from an occupation in `[0, 1/2)`, the occupation after `n` steps is nonnegative
and at most `(x (3 - 2x)) ^ n * x`. -/
theorem iterate_bound {x : ℝ} (h0 : 0 ≤ x) (h1 : x < 1 / 2) (n : ℕ) :
    0 ≤ purify^[n] x ∧ purify^[n] x ≤ (x * (3 - 2 * x)) ^ n * x := by
  have hq0 : 0 ≤ x * (3 - 2 * x) := mul_nonneg h0 (by linarith)
  have hq1 : x * (3 - 2 * x) ≤ 1 := by nlinarith
  induction n with
  | zero => simp [h0]
  | succ n ih =>
    rw [Function.iterate_succ_apply']
    obtain ⟨hy0, hy⟩ := ih
    generalize purify^[n] x = y at hy0 hy ⊢
    have hyx : y ≤ x :=
      hy.trans (mul_le_of_le_one_left h0 (pow_le_one₀ hq0 hq1))
    refine ⟨(purify_nonneg_iff y).2 (by linarith), ?_⟩
    -- the contraction factor y (3 - 2y) is largest at the starting point
    have hf : y * (3 - 2 * y) ≤ x * (3 - 2 * x) := by
      have h := mul_nonneg (sub_nonneg.2 hyx)
        (show 0 ≤ 3 - 2 * (x + y) by linarith)
      linarith
    calc purify y = y * (y * (3 - 2 * y)) := by unfold purify; ring
      _ ≤ y * (x * (3 - 2 * x)) := mul_le_mul_of_nonneg_left hf hy0
      _ ≤ ((x * (3 - 2 * x)) ^ n * x) * (x * (3 - 2 * x)) :=
          mul_le_mul_of_nonneg_right hy hq0
      _ = (x * (3 - 2 * x)) ^ (n + 1) * x := by ring

/-- Repeated purification drives every occupation in `[0, 1/2)` to zero. -/
theorem tendsto_empty {x : ℝ} (h0 : 0 ≤ x) (h1 : x < 1 / 2) :
    Tendsto (fun n : ℕ => purify^[n] x) atTop (𝓝 0) := by
  have hq0 : 0 ≤ x * (3 - 2 * x) := mul_nonneg h0 (by linarith)
  have hq1 : x * (3 - 2 * x) < 1 := by
    have h := mul_pos (show 0 < 1 - x by linarith) (show 0 < 1 - 2 * x by linarith)
    linarith
  have hlim : Tendsto (fun n : ℕ => (x * (3 - 2 * x)) ^ n * x) atTop (𝓝 0) := by
    have h := (tendsto_pow_atTop_nhds_zero_of_lt_one hq0 hq1).mul_const x
    rwa [zero_mul] at h
  exact squeeze_zero (fun n => (iterate_bound h0 h1 n).1)
    (fun n => (iterate_bound h0 h1 n).2) hlim

/-- Repeated purification drives every occupation in `(1/2, 1]` to one. -/
theorem tendsto_full {x : ℝ} (h0 : 1 / 2 < x) (h1 : x ≤ 1) :
    Tendsto (fun n : ℕ => purify^[n] x) atTop (𝓝 1) := by
  -- apply the previous result to the hole occupation 1 - x
  have h := (tendsto_empty (x := 1 - x) (by linarith) (by linarith)).const_sub 1
  rw [sub_zero] at h
  refine h.congr (fun n => ?_)
  rw [iterate_particle_hole]
  ring

end

end McWeenyScalarMap
```

```lean
#print axioms McWeenyScalarMap.purify_le_one_iff
#print axioms McWeenyScalarMap.purify_exact_iff
#print axioms McWeenyScalarMap.iterates_mem_unit_iff
#print axioms McWeenyScalarMap.tendsto_full
```

```
'McWeenyScalarMap.purify_le_one_iff' depends on axioms: [propext, Classical.choice, Quot.sound]
'McWeenyScalarMap.purify_exact_iff' depends on axioms: [propext, Classical.choice, Quot.sound]
'McWeenyScalarMap.iterates_mem_unit_iff' depends on axioms: [propext, Classical.choice, Quot.sound]
'McWeenyScalarMap.tendsto_full' depends on axioms: [propext, Classical.choice, Quot.sound]
```

## How the proof follows the algebra

`purify_factor` proves both factorizations, with `ring` doing the expansion. `iterate_particle_hole` proves the symmetry for all n by induction; its case n = 1 is the one-step identity f(1 − x) = 1 − f(x).

`purify_nonneg_iff` treats the two directions separately. For the forward one it assumes x > 3/2, and `nlinarith` uses the positive product of x² and 2x − 3 to contradict f(x) ≥ 0. `purify_le_one_iff` applies this result to 1 − x and translates it back with the symmetry, leaving only linear inequalities. `purify_mem_unit_iff` combines the two bounds.

In `purify_exact_iff`, `mul_eq_zero` splits each factorization into its two possible roots, and the converse directions are evaluated by `norm_num`. The proof of `iterates_mem_unit_iff` uses the first step for one direction and, for the other, an induction in which [0, 1] is placed inside the window.

`iterate_bound` is the estimate 0 ≤ xₙ ≤ qⁿx. In its induction step, `generalize` names the current iterate y, `hyx` is y ≤ x, and `hf` is the comparison y(3 − 2y) ≤ q obtained from the factored difference. The `calc` block is then the chain of inequalities derived above.

`tendsto_empty` obtains q < 1 from the product (1 − x)(1 − 2x) and uses `squeeze_zero` to trap the iterates between 0 and a sequence tending to 0. `tendsto_full` applies that limit to 1 − x, subtracts from 1, and uses `iterate_particle_hole` to recognise the result as the iterates of x.
